# A continuous function on x > 0 that scales with one exponent under two incommensurate factors is a power law

Suppose a function is tested for power-law behaviour by doubling its argument, and $f(2x) = 2^k f(x)$ holds at every $x > 0$. The function can still be something other than a power law. For any real $\varepsilon \neq 0$,

$$f(x) = x^k\left[1 + \varepsilon\cos\!\left(\frac{2\pi\log x}{\log 2}\right)\right]$$

passes the test exactly, because doubling $x$ advances the cosine by one full turn. A second test with the factor 4 or 8 misses the ripple too, since it advances the cosine by two or three turns.

A second factor that is incommensurate with the first removes this freedom. Let $f$ be continuous on $x>0$ and scale with the same real exponent $k$ under two positive factors $a$ and $b$, with $\log a/\log b$ irrational. Then $f(x) = f(1)\,x^k$ for all $x>0$.

```lean
import Mathlib

open Real

namespace TwoScaleHomogeneity

noncomputable section
```

## Scaling under one factor is periodicity in log x

The scaling condition for a single factor $s$ is

$$f(sx) = s^k f(x) \quad\text{for all } x>0 .$$

In Lean, `f` is a function on all of ℝ, but for $s>0$ the condition constrains it only at positive arguments. The power `s ^ k` has a real exponent, so $k=-1$ for a Coulomb potential and fractional exponents are both included.

```lean
/-- The function `f` on the positive half-line scales with exponent `k` under the
single dilation `x ↦ s x`. -/
def ScalesBy (f : ℝ → ℝ) (k s : ℝ) : Prop :=
  ∀ x, 0 < x → f (s * x) = s ^ k * f x
```

Divide out the expected power law and use $t=\log x$ as the variable:

$$g(t) = e^{-kt} f(e^t).$$

If $f$ is a constant multiple of $x^k$, $g$ is constant. In the opening example, $g$ is $1$ plus the ripple.

```lean
/-- The function `f` with the power law `x ^ k` divided out, in the logarithmic
variable `t = log x`. -/
def logProfile (f : ℝ → ℝ) (k t : ℝ) : ℝ :=
  Real.exp (-(k * t)) * f (Real.exp t)
```

A number $s$ is a period of $g$ if $g(t+s)=g(t)$ for all $t$. Zero is a period, the sum of two periods is a period, and so is the negative of a period, by replacing $t$ with $t-s$. The periods therefore form an additive subgroup of the real line.

```lean
/-- The additive group of all periods of a function on the real line. -/
def periodGroup (g : ℝ → ℝ) : AddSubgroup ℝ where
  carrier := {s | ∀ t, g (t + s) = g t}
  zero_mem' := by
    intro t
    rw [add_zero]
  add_mem' := by
    intro x y hx hy t
    rw [← add_assoc]
    exact (hy (t + x)).trans (hx t)
  neg_mem' := by
    intro x hx t
    have h : g (t + -x + x) = g (t + -x) := hx (t + -x)
    rw [neg_add_cancel_right] at h
    exact h.symm
```

Scaling of $f$ under $s>0$ puts $\log s$ into this group:

$$g(t+\log s) = e^{-kt}s^{-k} f(s\,e^t) = e^{-kt}s^{-k}s^k f(e^t) = g(t).$$

In the proof, `e1` is $e^{t+\log s}=s\,e^t$, `e2` is $s^k=e^{k\log s}$, and `e3` is the cancellation of the exponents.

```lean
/-- Scaling under the factor `s` makes the logarithmic profile periodic with
period `log s`. -/
theorem logProfile_periodic {f : ℝ → ℝ} {k s : ℝ} (hs : 0 < s)
    (h : ScalesBy f k s) (t : ℝ) :
    logProfile f k (t + Real.log s) = logProfile f k t := by
  have e1 : Real.exp (t + Real.log s) = s * Real.exp t := by
    rw [Real.exp_add, Real.exp_log hs, mul_comm]
  have e2 : s ^ k = Real.exp (k * Real.log s) := by
    rw [Real.rpow_def_of_pos hs, mul_comm]
  have e3 : -(k * (t + Real.log s)) + k * Real.log s = -(k * t) := by ring
  unfold logProfile
  rw [e1, h _ (Real.exp_pos t), e2, ← mul_assoc, ← Real.exp_add, e3]
```

## Two incommensurate periods leave only constants

Let $g$ be continuous with periods $p$ and $q$, where $p/q$ is irrational. The argument turns on a dichotomy, which Mathlib provides as `dense_or_cyclic`: an additive subgroup of ℝ is either dense or consists of the integer multiples of a single number $c$.

**Dense case.** For every period $s$, setting $t=0$ in $g(t+s)=g(t)$ gives $g(s)=g(0)$. Thus $g$ agrees with the constant $g(0)$ on a dense set, and two continuous functions that agree on a dense set are equal.

**Cyclic case.** Here $p=mc$ and $q=nc$ with integers $m,n$. If $c=0$, then $p=q=0$, which the irrationality of $p/q$ rules out. Otherwise $p/q=m/n$ is rational, a contradiction. Lean sets division by zero to zero, a rational number, so the hypothesis on `p / q` also excludes $q=0$.

The dichotomy is applied to the group of all periods of $g$, not to the smaller group generated by $p$ and $q$. Membership of $s$ is then by definition the statement that $s$ is a period, which is what the dense case uses. No explicit approximation of a real number by combinations $mp+nq$ is required. `Continuous.ext_on` carries out the step from the dense set to the whole line, and `AddSubgroup.mem_closure_singleton` supplies the integers $m$ and $n$.

```lean
/-- A continuous function on the line with two incommensurate periods is constant. -/
theorem constant_of_two_periods {g : ℝ → ℝ} (hg : Continuous g) {p q : ℝ}
    (hp : ∀ t, g (t + p) = g t) (hq : ∀ t, g (t + q) = g t)
    (hpq : Irrational (p / q)) (t : ℝ) : g t = g 0 := by
  rcases (periodGroup g).dense_or_cyclic with hd | ⟨c, hc⟩
  · -- dense periods: g agrees with the constant g 0 on a dense set
    have h : g = fun _ => g 0 := by
      refine Continuous.ext_on hd hg continuous_const ?_
      intro s hs
      have h1 : ∀ t, g (t + s) = g t := hs
      have h2 := h1 0
      rwa [zero_add] at h2
    exact congrFun h t
  · -- cyclic periods: p and q are multiples of one period, so p / q is rational
    have hpS : p ∈ periodGroup g := hp
    have hqS : q ∈ periodGroup g := hq
    rw [hc, AddSubgroup.mem_closure_singleton] at hpS hqS
    obtain ⟨m, hm⟩ := hpS
    obtain ⟨n, hn⟩ := hqS
    refine (hpq ?_).elim
    by_cases hc0 : c = 0
    · exact ⟨0, by rw [← hm, hc0]; simp⟩
    · refine ⟨(m : ℚ) / n, ?_⟩
      rw [← hm, ← hn, zsmul_eq_mul, zsmul_eq_mul, mul_div_mul_right _ _ hc0]
      simp
```

## Back to the power law

The profile $g$ is continuous because $f$ is continuous on $x>0$ and $e^t$ is always positive. It has the periods $\log a$ and $\log b$, so it is constant. Comparing its values at $t=\log x$ and $t=0$ gives

$$e^{-k\log x} f(x) = f(1),$$

and multiplication by $e^{k\log x}=x^k$ yields $f(x)=f(1)\,x^k$.

The theorem asks for $a,b>0$ and not for $a,b>1$. A factor of 1 has logarithm zero and is already excluded by the irrationality condition, while factors below 1 are allowed. In the proof, `e` states that $e^{-k\log x}e^{k\log x}=1$, and `linear_combination` performs the final multiplication.

```lean
/-- A continuous function on `x > 0` that scales with exponent `k` under two factors
whose logarithms are incommensurate is the power law `f 1 * x ^ k`. -/
theorem power_law_of_two_scales {f : ℝ → ℝ} {k a b : ℝ}
    (hf : ContinuousOn f (Set.Ioi 0)) (ha : 0 < a) (hb : 0 < b)
    (hab : Irrational (Real.log a / Real.log b))
    (hfa : ScalesBy f k a) (hfb : ScalesBy f k b) {x : ℝ} (hx : 0 < x) :
    f x = f 1 * x ^ k := by
  have hg : Continuous (logProfile f k) := by
    have h1 : Continuous fun t : ℝ => f (Real.exp t) :=
      hf.comp_continuous Real.continuous_exp (fun t => Real.exp_pos t)
    have h2 : Continuous fun t : ℝ => Real.exp (-(k * t)) := by fun_prop
    exact h2.mul h1
  -- the profile takes the same value at log x and at log 1 = 0
  have h := constant_of_two_periods hg (logProfile_periodic ha hfa)
    (logProfile_periodic hb hfb) hab (Real.log x)
  unfold logProfile at h
  rw [Real.exp_log hx] at h
  simp only [mul_zero, neg_zero, Real.exp_zero, one_mul] at h
  have e : Real.exp (-(k * Real.log x)) * Real.exp (Real.log x * k) = 1 := by
    rw [← Real.exp_add, show -(k * Real.log x) + Real.log x * k = 0 by ring,
      Real.exp_zero]
  rw [← h, Real.rpow_def_of_pos hx]
  linear_combination (-f x) * e
```

## Potentials on a configuration space

For a potential $V$ on a real vector space $E$, such as the space of all particle coordinates, fix a configuration $x$ and follow the ray $t\mapsto tx$ with $t>0$. The function $f(t)=V(tx)$ satisfies

$$f(at)=V(a\,(tx))=a^kV(tx)=a^kf(t),$$

and likewise for $b$. The one-variable result then gives

$$V(tx)=f(t)=f(1)\,t^k=t^kV(x).$$

Continuity is assumed only along each ray, away from the origin. $V$ must have a real value everywhere; for the Coulomb potential of point charges whose coordinates are all dilated together, nuclei included, one can assign the value zero to configurations with coinciding particles, since such a dilation neither creates nor removes coincidences. With a nucleus held fixed away from the origin, the electron–nucleus attraction is not homogeneous in the electron coordinates alone. Neither a norm nor a finite dimension is needed. At $x=0$ the scaling hypotheses force $V(0)=0$ when $k\neq0$.

Homogeneity of this kind is the property of the potential that turns the virial theorem into $2\langle T\rangle = k\langle V\rangle$ for suitable bound stationary states; the theorem here concerns only the real-valued potential, with exact scaling under both dilations, and not the expectation values.

```lean
/-- A potential on a real configuration space that is continuous along rays and scales
with exponent `k` under two incommensurate dilations does so under every positive
dilation. -/
theorem homogeneous_of_two_dilations {E : Type*} [AddCommGroup E] [Module ℝ E]
    {V : E → ℝ} {k a b : ℝ}
    (hV : ∀ x, ContinuousOn (fun t : ℝ => V (t • x)) (Set.Ioi 0))
    (ha : 0 < a) (hb : 0 < b) (hab : Irrational (Real.log a / Real.log b))
    (hVa : ∀ x, V (a • x) = a ^ k * V x) (hVb : ∀ x, V (b • x) = b ^ k * V x)
    (x : E) {t : ℝ} (ht : 0 < t) : V (t • x) = t ^ k * V x := by
  -- restrict the potential to the ray through x
  have sa : ScalesBy (fun t : ℝ => V (t • x)) k a := by
    intro s _
    show V ((a * s) • x) = a ^ k * V (s • x)
    rw [mul_smul, hVa]
  have sb : ScalesBy (fun t : ℝ => V (t • x)) k b := by
    intro s _
    show V ((b * s) • x) = b ^ k * V (s • x)
    rw [mul_smul, hVb]
  have h := power_law_of_two_scales (hV x) ha hb hab sa sb ht
  simp only [one_smul] at h
  rw [h, mul_comm]
```

## Doubling and tripling

The factors 2 and 3 are incommensurate. Both logarithms are positive, so if their ratio were rational it would equal $m/n$ with positive integers $m,n$. Then

$$n\log 2=m\log 3,\qquad\text{so}\qquad 2^n=3^m .$$

The left side is even and the right side is odd, which is impossible. In Lean, $n$ is the denominator `q.den`. The injectivity of the logarithm gives the equality of powers, and the primality of 2 reduces $2\mid3^m$ to the false statement $2\mid3$.

```lean
/-- The logarithms of 2 and 3 are incommensurate. -/
theorem irrational_log_two_div_log_three :
    Irrational (Real.log 2 / Real.log 3) := by
  rintro ⟨q, hq⟩
  have h2 : 0 < Real.log 2 := Real.log_pos (by norm_num)
  have h3 : 0 < Real.log 3 := Real.log_pos (by norm_num)
  have hq0 : 0 < q := by
    have h : (0 : ℝ) < q := by
      rw [hq]
      exact div_pos h2 h3
    exact_mod_cast h
  obtain ⟨m, hm⟩ := Int.eq_ofNat_of_zero_le (Rat.num_pos.mpr hq0).le
  have hd : (q : ℝ) = (m : ℝ) / (q.den : ℝ) := by
    rw [Rat.cast_def, hm, Int.cast_natCast]
  have hden : (q.den : ℝ) ≠ 0 := Nat.cast_ne_zero.mpr q.den_nz
  have e : (q.den : ℝ) * Real.log 2 = m * Real.log 3 := by
    rw [hd, div_eq_div_iff hden h3.ne'] at hq
    linarith
  -- a rational ratio would make a power of 2 equal to a power of 3
  have e1 : (2 : ℝ) ^ q.den = 3 ^ m := by
    apply Real.log_injOn_pos (Set.mem_Ioi.mpr (by positivity))
      (Set.mem_Ioi.mpr (by positivity))
    rw [Real.log_pow, Real.log_pow]
    exact e
  have e2 : 2 ^ q.den = 3 ^ m := by exact_mod_cast e1
  have h4 : 2 ∣ 3 ^ m := by
    rw [← e2]
    exact dvd_pow_self 2 q.den_nz
  have h5 := Nat.prime_two.dvd_of_dvd_pow h4
  omega
```

With $a=2$ and $b=3$, the general theorem becomes a criterion with concrete factors: a continuous function that scales correctly under doubling and under tripling, at every $x>0$, is a power law.

```lean
/-- A continuous function on `x > 0` that scales with exponent `k` under doubling and
under tripling is the power law `f 1 * x ^ k`. -/
theorem power_law_of_doubling_and_tripling {f : ℝ → ℝ} {k : ℝ}
    (hf : ContinuousOn f (Set.Ioi 0)) (h2 : ScalesBy f k 2) (h3 : ScalesBy f k 3)
    {x : ℝ} (hx : 0 < x) : f x = f 1 * x ^ k :=
  power_law_of_two_scales hf (by norm_num) (by norm_num)
    irrational_log_two_div_log_three h2 h3 hx
```

In a program, the corresponding check of a potential-energy routine evaluates the residuals

$$r_s(x)=\frac{V(sx)}{s^k}-V(x),\qquad s=2,3,$$

at a set of sample configurations and compares them with a tolerance. The theorem assumes that both residuals vanish for all configurations, whereas a program sees finitely many of them, with rounding errors.

Small residuals also need some care. Take $V(x)=x^k\left[1+\varepsilon\cos(2\pi\cdot12\log x/\log2)\right]$ on $x>0$. Doubling advances the cosine by exactly 12 turns, and tripling by $12\log3/\log2\approx19.02$ turns, which is close to an integer. After division by $x^k$, the tripling residual is at most about $0.12\,|\varepsilon|$, so a tolerance set for $|\varepsilon|$ itself would let the ripple through. This estimate is a direct computation and is not among the theorems in the file.

## What happens without continuity

Define a function that equals $x^k$ at rational $x$ and $0$ at irrational $x$.

```lean
open Classical in
/-- The function equal to `x ^ k` at rational `x` and to zero at irrational `x`. -/
def rationalPower (k x : ℝ) : ℝ :=
  if ∃ q : ℚ, (q : ℝ) = x then x ^ k else 0
```

Multiplication by a positive rational $s$ takes rational numbers to rational numbers and irrational ones to irrational ones. For $x>0$ there are two cases. If $x$ is rational, the scaling condition reads $(sx)^k=s^kx^k$; if $x$ is irrational, it reads $0=s^k\cdot0$. The function therefore scales correctly under every positive rational factor, including 2 and 3. Its value at 1 is $1$, so the power law would require the value $(\sqrt2)^k>0$ at $\sqrt2$, where the function is in fact zero.

The Lean statement joins these two facts for every real $k$. Its first half rests on the equivalence `h`, that $sx$ is rational exactly when $x$ is; its second half uses the irrationality of $\sqrt2$. Exact scaling under every positive rational factor thus does not replace the continuity hypothesis.

```lean
/-- The function `rationalPower k` scales with exponent `k` under every positive rational factor,
but violates the power law at `√2`. -/
theorem continuity_needed (k : ℝ) :
    (∀ s : ℚ, 0 < s → ScalesBy (rationalPower k) k s) ∧
      rationalPower k (√2) ≠ rationalPower k 1 * (√2) ^ k := by
  constructor
  · intro s hs x hx
    have hs' : (0 : ℝ) < s := by exact_mod_cast hs
    -- a positive rational factor preserves rationality
    have h : (∃ q : ℚ, (q : ℝ) = s * x) ↔ ∃ q : ℚ, (q : ℝ) = x := by
      constructor
      · rintro ⟨q, hq⟩
        exact ⟨q / s, by rw [Rat.cast_div, hq, mul_div_cancel_left₀ x hs'.ne']⟩
      · rintro ⟨q, hq⟩
        exact ⟨s * q, by rw [Rat.cast_mul, hq]⟩
    unfold rationalPower
    by_cases hr : ∃ q : ℚ, (q : ℝ) = x
    · rw [if_pos (h.mpr hr), if_pos hr, Real.mul_rpow hs'.le hx.le]
    · rw [if_neg (mt h.mp hr), if_neg hr, mul_zero]
  · have h0 : rationalPower k (√2) = 0 := if_neg irrational_sqrt_two
    have h1 : rationalPower k 1 = 1 := by
      unfold rationalPower
      rw [if_pos ⟨1, Rat.cast_one⟩, Real.one_rpow]
    rw [h0, h1, one_mul]
    exact (Real.rpow_pos_of_pos (Real.sqrt_pos.mpr (by norm_num)) k).ne

end

end TwoScaleHomogeneity
```

```lean
#print axioms TwoScaleHomogeneity.power_law_of_two_scales
#print axioms TwoScaleHomogeneity.homogeneous_of_two_dilations
#print axioms TwoScaleHomogeneity.power_law_of_doubling_and_tripling
#print axioms TwoScaleHomogeneity.continuity_needed
```

```
'TwoScaleHomogeneity.power_law_of_two_scales' depends on axioms: [propext, Classical.choice, Quot.sound]
'TwoScaleHomogeneity.homogeneous_of_two_dilations' depends on axioms: [propext, Classical.choice, Quot.sound]
'TwoScaleHomogeneity.power_law_of_doubling_and_tripling' depends on axioms: [propext, Classical.choice, Quot.sound]
'TwoScaleHomogeneity.continuity_needed' depends on axioms: [propext, Classical.choice, Quot.sound]
```
